# On finitely many states of positive weight, only a constant observable has a polynomial cumulant generating function

"Exactly Gaussian in its cumulants" is taken here as a statement about a function: the cumulant generating function equals one polynomial of degree at most two at every real argument. No derivatives or infinite series are then needed, and polynomials of any degree can be treated together. The states form a finite set. State \(i\) has a weight \(p_i>0\), with \(\sum_i p_i=1\), and an observable takes the real value \(U_i\) there. Averages and the generating function are

\[
\langle f\rangle=\sum_i p_i f_i,\qquad K(t)=\ln\langle e^{tU}\rangle .
\]

The claim is that \(K\) agrees with a polynomial for all real \(t\) if and only if \(U\) has the same value in every state. A truncated cumulant series is a polynomial in \(t\), so for an observable with nonzero variance on such a finite set it cannot reproduce \(K\) at all \(t\), whatever its order.

## Linear growth leaves room only for a straight line

All terms of the average are positive. Keeping only state \(i\) gives \(p_i e^{tU_i}\le\langle e^{tU}\rangle\), and the logarithm of this is

\[
\ln p_i+tU_i\le K(t)\qquad\text{for every } i \text{ and } t. \tag{1}
\]

In the other direction, if \(tU_i\le B\) for all \(i\), then \(\langle e^{tU}\rangle\le e^B\), so

\[
K(t)\le B. \tag{2}
\]

Suppose now that \(K(t)=P(t)\) for a polynomial \(P\) and all real \(t\). Since \(K(0)=\ln 1=0\), the constant term of \(P\) vanishes and \(P(t)=t\,Q(t)\) with \(Q\) a polynomial. Let \(S=\sum_j|U_j|\), so that \(|U_i|\le S\) for every \(i\), and fix one state \(i_0\). For \(t\ge1\), (2) with \(B=tS\) gives \(tQ(t)\le tS\), while (1) gives

\[
tQ(t)\ge \ln p_{i_0}+tU_{i_0}\ge-|\ln p_{i_0}|-tS\ge-t\left(|\ln p_{i_0}|+S\right).
\]

Dividing by \(t\) yields \(|Q(t)|\le S+|\ln p_{i_0}|\) for all \(t\ge1\). A polynomial that stays bounded as \(t\to\infty\) is a constant, say \(b\), and therefore \(K(t)=bt\).

Inequality (1) now reads \(\ln p_i+t(U_i-b)\le0\) for all real \(t\). If \(U_i\ne b\), the choice \(t=(1-\ln p_i)/(U_i-b)\) turns it into \(1\le0\). Hence \(U_i=b\) in every state. Conversely, if \(U_i=u\) for all \(i\), then \(K(t)=\ln e^{tu}=ut\), which is a polynomial.

A constant observable equals its mean everywhere and has variance \(\operatorname{Var}(U)=\langle(U-\langle U\rangle)^2\rangle=0\). Nonzero variance therefore excludes every polynomial.

## The second-order estimate can fall below the smallest energy difference

Let \(U_i\) be the energy of state \(i\) in a target system minus its energy in a reference system, let \(p_i\) be the reference weights, and let \(\beta>0\) be the inverse temperature. When the \(p_i\) are the Boltzmann weights of the reference system at this \(\beta\), the free-energy difference and its second-order cumulant estimate are

\[
\Delta F=-\frac{K(-\beta)}{\beta},\qquad
\Delta F_2=\langle U\rangle-\frac{\beta}{2}\operatorname{Var}(U).
\]

The estimate comes from inserting \(K(t)\approx t\langle U\rangle+\tfrac12t^2\operatorname{Var}(U)\) at \(t=-\beta\).

Let \(L\) be a lower bound on the energy difference, for instance its smallest value. Then \(-\beta U_i\le-\beta L\), so (2) gives \(K(-\beta)\le-\beta L\), that is, \(\Delta F\ge L\). The estimate respects no such bound: rearranging \(\Delta F_2<L\) gives

\[
\beta\operatorname{Var}(U)>2\left(\langle U\rangle-L\right).
\]

When this holds, \(\Delta F_2<L\le\Delta F\). If the variance is nonzero, it is positive, and with the weights held fixed a large enough \(\beta\) satisfies the condition. One explicit choice is \(L=-S\) and \(\beta=(2|\langle U\rangle+S|+1)/\operatorname{Var}(U)\).

## Weights, averages and free energies in Lean

The type `ι` is the finite set of states. Weights and observables are functions `ι → ℝ`.

```lean
import Mathlib

open Finset

namespace FiniteStateCumulants

noncomputable section

variable {ι : Type*} [Fintype ι]
```

The average is a plain weighted sum. Positivity and normalisation are not built into it; they enter the theorems as the hypotheses `hp : ∀ i, 0 < p i` and `hs : ∑ i, p i = 1`. Boltzmann weights of finite energies at a positive temperature satisfy both.

```lean
/-- The average of an observable `f` over states with weights `p`. -/
def average (p f : ι → ℝ) : ℝ := ∑ i, p i * f i
```

The variance is the average squared deviation, with no sample-size correction.

```lean
/-- The variance of `U`: the average squared deviation from its mean. -/
def variance (p U : ι → ℝ) : ℝ := average p (fun i => (U i - average p U) ^ 2)
```

The generating function carries a plus sign in the exponent, so the physical Boltzmann factor appears at the argument \(-\beta\).

```lean
/-- The cumulant generating function `ln ⟨exp (t U)⟩`. -/
def cgf (p U : ι → ℝ) (t : ℝ) : ℝ :=
  Real.log (average p (fun i => Real.exp (t * U i)))

/-- The free-energy difference `-β⁻¹ ln ⟨exp (-β U)⟩` for the energy difference `U`. -/
def freeEnergy (p U : ι → ℝ) (β : ℝ) : ℝ := -cgf p U (-β) / β
```

Both free-energy expressions are definitions. The file does not derive the first from a ratio of partition functions, nor the second from a Taylor expansion.

```lean
/-- The second-order cumulant estimate `⟨U⟩ - β Var(U) / 2` of the free-energy difference. -/
def secondOrder (p U : ι → ℝ) (β : ℝ) : ℝ := average p U - β / 2 * variance p U
```

## The two bounds on the generating function

Normalisation enters through the average of a constant.

```lean
/-- With normalised weights, the average of a constant is that constant. -/
theorem average_const {p : ι → ℝ} (hs : ∑ i, p i = 1) (c : ℝ) :
    average p (fun _ => c) = c := by
  unfold average
  rw [← Finset.sum_mul, hs, one_mul]
```

The next lemma is inequality (1). `Finset.single_le_sum` keeps one term of a nonnegative sum, and the logarithm of the product is then split.

```lean
/-- Each single state bounds the cumulant generating function from below by a straight line. -/
theorem state_le_cgf {p : ι → ℝ} (hp : ∀ i, 0 < p i) (U : ι → ℝ) (t : ℝ) (i : ι) :
    Real.log (p i) + t * U i ≤ cgf p U t := by
  have h : p i * Real.exp (t * U i) ≤ ∑ j, p j * Real.exp (t * U j) :=
    Finset.single_le_sum (f := fun j => p j * Real.exp (t * U j))
      (fun j _ => (mul_pos (hp j) (Real.exp_pos _)).le) (Finset.mem_univ i)
  have h2 := Real.log_le_log (mul_pos (hp i) (Real.exp_pos _)) h
  rw [Real.log_mul (hp i).ne' (Real.exp_pos _).ne', Real.log_exp] at h2
  exact h2
```

Inequality (2) follows. The weights sum to one, so there is at least one state, which makes the average of the exponentials positive and lets the logarithm preserve the inequality.

```lean
/-- If `t U` is at most `B` in every state, the cumulant generating function at `t` is
at most `B`. -/
theorem cgf_le {p : ι → ℝ} (hp : ∀ i, 0 < p i) (hs : ∑ i, p i = 1) {U : ι → ℝ}
    {t B : ℝ} (hB : ∀ i, t * U i ≤ B) : cgf p U t ≤ B := by
  have hne : Nonempty ι := by
    rcases isEmpty_or_nonempty ι with h | h
    · simp at hs
    · exact h
  have hpos : 0 < average p (fun i => Real.exp (t * U i)) :=
    Finset.sum_pos (fun i _ => mul_pos (hp i) (Real.exp_pos _)) Finset.univ_nonempty
  have hle : average p (fun i => Real.exp (t * U i)) ≤ average p (fun _ => Real.exp B) :=
    Finset.sum_le_sum fun i _ =>
      mul_le_mul_of_nonneg_left (Real.exp_le_exp.2 (hB i)) (hp i).le
  rw [average_const hs] at hle
  have h := Real.log_le_log hpos hle
  rw [Real.log_exp] at h
  exact h
```

## Polynomial exactly when constant

The main theorem is an equivalence. On the left, a single real polynomial `P` agrees with the generating function at every real `t`; on the right, any two states have the same value of `U`.

The order of the quantifiers in `∃ P : Polynomial ℝ, ∀ t, ...` carries the content. If they were exchanged, each `t` could have its own polynomial, the constant \(K(t)\) would always serve, and the left side would hold for every observable. For the same reason, agreement of a quadratic with \(K\) at one temperature says nothing about the distribution being Gaussian.

Positivity of the weights matters too. Take two states with \(p=(1,0)\) and \(U=(0,1)\). Then \(K(t)=\ln 1=0\) for all \(t\), which is a polynomial, although \(U\) is not constant: the average does not see the second state. Finiteness also does real work, since a normally distributed observable on the real line, with mean \(\mu\) and variance \(\sigma^2\), has \(K(t)=\mu t+\tfrac12\sigma^2t^2\).

```lean
/-- With positive weights that sum to one, the cumulant generating function of a finite-state
observable is a polynomial, of any degree, exactly when the observable takes the same value in all
states. -/
theorem cgf_polynomial_iff_constant {p : ι → ℝ} (hp : ∀ i, 0 < p i)
    (hs : ∑ i, p i = 1) (U : ι → ℝ) :
    (∃ P : Polynomial ℝ, ∀ t, cgf p U t = P.eval t) ↔ ∀ i j, U i = U j := by
  constructor
  · rintro ⟨P, h⟩ i₀ j₀
    have hS : ∀ i, |U i| ≤ ∑ j, |U j| := fun i =>
      Finset.single_le_sum (f := fun j => |U j|) (fun j _ => abs_nonneg _)
        (Finset.mem_univ i)
    -- the polynomial vanishes at the origin, so a factor `t` splits off
    have h0 : P.coeff 0 = 0 := by
      rw [Polynomial.coeff_zero_eq_eval_zero, ← h 0]
      simp [cgf, average, hs]
    have hQ : ∀ t, cgf p U t = P.divX.eval t * t := by
      intro t
      have e := congrArg (Polynomial.eval t) (Polynomial.divX_mul_X_add P)
      rw [Polynomial.eval_add, Polynomial.eval_mul, Polynomial.eval_X, Polynomial.eval_C,
        h0, add_zero] at e
      exact (h t).trans e.symm
    -- at most linear growth makes the remaining factor bounded, hence constant
    have hdeg : P.divX.degree ≤ 0 := by
      rw [← Polynomial.isBoundedUnder_abs_atTop_iff]
      refine Filter.isBoundedUnder_of_eventually_le
        (a := (∑ j, |U j|) + |Real.log (p i₀)|) ?_
      filter_upwards [Filter.eventually_ge_atTop (1 : ℝ)] with t ht
      have tpos : 0 < t := by linarith
      have hu : cgf p U t ≤ t * ∑ j, |U j| := cgf_le hp hs fun i =>
        mul_le_mul_of_nonneg_left ((le_abs_self _).trans (hS i)) tpos.le
      have hl := state_le_cgf hp U t i₀
      rw [hQ t] at hu hl
      have h1 := mul_nonneg (abs_nonneg (Real.log (p i₀))) (sub_nonneg.2 ht)
      have h2 := neg_abs_le (Real.log (p i₀))
      have h3 := mul_le_mul_of_nonneg_left (abs_le.1 (hS i₀)).1 tpos.le
      have h4 := abs_nonneg (Real.log (p i₀))
      refine abs_le.2 ⟨?_, ?_⟩
      · refine le_of_mul_le_mul_right ?_ tpos
        nlinarith
      · refine le_of_mul_le_mul_right ?_ tpos
        nlinarith
    obtain ⟨b, hb⟩ : ∃ b, P.divX = Polynomial.C b :=
      ⟨_, Polynomial.eq_C_of_degree_le_zero hdeg⟩
    -- a line lying below another line for all `t` has the same slope
    have key : ∀ i, U i = b := by
      intro i
      by_contra hne
      obtain ⟨t, ht⟩ : ∃ t, t * (U i - b) = 1 - Real.log (p i) :=
        ⟨_, div_mul_cancel₀ _ (sub_ne_zero.2 hne)⟩
      have hl := state_le_cgf hp U t i
      rw [hQ t, hb, Polynomial.eval_C] at hl
      nlinarith
    rw [key i₀, key j₀]
  · intro hc
    rcases isEmpty_or_nonempty ι with hι | ⟨⟨i₀⟩⟩
    · simp at hs
    · obtain ⟨u, rfl⟩ : ∃ u, U = fun _ => u := ⟨U i₀, funext fun i => hc i i₀⟩
      refine ⟨Polynomial.C u * Polynomial.X, fun t => ?_⟩
      change Real.log (average p (fun _ => Real.exp (t * u))) = _
      rw [average_const hs, Real.log_exp, Polynomial.eval_mul, Polynomial.eval_C,
        Polynomial.eval_X, mul_comm]
```

The forward direction follows the derivation above. `h0` is the vanishing constant term, and `P.divX` is the quotient \(Q\), so `hQ` states \(K(t)=Q(t)\,t\). In `hdeg`, the lemma `Polynomial.isBoundedUnder_abs_atTop_iff` translates "bounded at large argument" into "degree at most zero". The bound is then checked for \(t\ge1\), with `hu` as the upper estimate and `hl` as the lower one; `le_of_mul_le_mul_right` performs the division by \(t\), and `nlinarith` combines the inequalities. Finally, `key` inserts the value of \(t\) that produces \(1\le0\). The reverse direction writes `U` as a constant function and exhibits the polynomial \(ut\).

## The Gaussian case and nonzero variance

For the quadratic case, nothing is assumed about the real coefficients `a`, `b` and `c` beyond the equality `h` itself. That equality can hold only with `a` and `c` equal to zero and `b` equal to the common value of `U`. The proof assembles them into a polynomial and applies the equivalence.

```lean
/-- With positive weights that sum to one on finitely many states, if the cumulant generating
function is a polynomial of degree at most two, the observable is constant. -/
theorem constant_of_cgf_quadratic {p : ι → ℝ} (hp : ∀ i, 0 < p i)
    (hs : ∑ i, p i = 1) {U : ι → ℝ} {a b c : ℝ}
    (h : ∀ t, cgf p U t = a + b * t + c * t ^ 2) : ∀ i j, U i = U j := by
  refine (cgf_polynomial_iff_constant hp hs U).1
    ⟨Polynomial.C a + Polynomial.C b * Polynomial.X
      + Polynomial.C c * Polynomial.X ^ 2, fun t => ?_⟩
  rw [h t]
  simp
```

The contrapositive form keeps the finite set of states and the positive, normalised weights, without which the normal distribution above would be a counter-example. It assumes nonzero variance and gives, for each polynomial, some `t` at which it differs from the generating function. It does not say that they differ everywhere: at \(t=0\), any polynomial without a constant term agrees with \(K\). The proof supposes agreement at all `t`, deduces that `U` is constant and hence equal to its mean (`hm`), and finds that every term of the variance vanishes.

```lean
/-- For an observable with nonzero variance, every polynomial differs from the cumulant
generating function at some `t`. -/
theorem cgf_ne_polynomial {p : ι → ℝ} (hp : ∀ i, 0 < p i) (hs : ∑ i, p i = 1)
    {U : ι → ℝ} (hv : variance p U ≠ 0) (P : Polynomial ℝ) :
    ∃ t, cgf p U t ≠ P.eval t := by
  by_contra! h
  have hc := (cgf_polynomial_iff_constant hp hs U).1 ⟨P, h⟩
  apply hv
  have hm : ∀ i, average p U = U i := by
    intro i
    have e : U = fun _ => U i := funext fun j => hc j i
    exact (congrArg (average p) e).trans (average_const hs (U i))
  unfold variance
  exact Finset.sum_eq_zero fun i _ => by simp [hm i]
```

## How far the second-order free energy can fail

The next theorem holds for any given weights and any given \(\beta>0\), so it applies when `p` is the reference Boltzmann distribution at that same temperature. For free-energy perturbation in a finite-state model, it supplies a sufficient condition for the second-order estimate to be not merely inaccurate but below every possible energy difference.

The first half of the conclusion is a linear rearrangement of `h`. The second uses `cgf_le` at \(-\beta\) with the bound \(-\beta L\), followed by multiplication through by the positive \(\beta\).

```lean
/-- Let `L` bound the energy difference from below. Once `β Var(U)` exceeds `2 (⟨U⟩ - L)`,
the second-order estimate lies below `L`, while the exact free-energy difference does not. -/
theorem secondOrder_lt_bound_le_freeEnergy {p : ι → ℝ} (hp : ∀ i, 0 < p i)
    (hs : ∑ i, p i = 1) {U : ι → ℝ} {L β : ℝ} (hL : ∀ i, L ≤ U i) (hβ : 0 < β)
    (h : 2 * (average p U - L) < β * variance p U) :
    secondOrder p U β < L ∧ L ≤ freeEnergy p U β := by
  constructor
  · unfold secondOrder
    linarith
  · have hc : cgf p U (-β) ≤ -β * L := cgf_le hp hs fun i => by
      have := mul_le_mul_of_nonneg_left (hL i) hβ.le
      linarith
    rw [freeEnergy, le_div_iff₀ hβ]
    linarith
```

The last theorem removes the explicit criterion: on a finite set of states with positive, normalised weights, nonzero variance guarantees a positive \(\beta\) at which the estimate is strictly too low. For a normally distributed energy difference, by contrast, the estimate is exact at every \(\beta\). Here `p` is fixed before \(\beta\) is chosen, whereas the Boltzmann weights of a real reference system change with temperature. The statement is therefore not about cooling such a system. A closer physical reading keeps the temperature and the reference weights fixed and scales the perturbation to \(\lambda U\) with \(\lambda>0\). Both free-energy expressions then equal \(\lambda\) times their values for \(U\) at inverse temperature \(\lambda\beta\), so the failure appears at a sufficiently strong perturbation.

The proof takes \(L=-S\) and the explicit \(\beta\) given earlier, verifies the condition of the preceding theorem, and chains its two inequalities.

```lean
/-- For an energy difference with nonzero variance, the second-order cumulant estimate is
strictly too low at some positive inverse temperature. -/
theorem exists_secondOrder_lt_freeEnergy {p : ι → ℝ} (hp : ∀ i, 0 < p i)
    (hs : ∑ i, p i = 1) {U : ι → ℝ} (hv : variance p U ≠ 0) :
    ∃ β, 0 < β ∧ secondOrder p U β < freeEnergy p U β := by
  have hnonneg : 0 ≤ variance p U :=
    Finset.sum_nonneg fun i _ => mul_nonneg (hp i).le (sq_nonneg _)
  have hpos : 0 < variance p U := lt_of_le_of_ne hnonneg (Ne.symm hv)
  have hL : ∀ i, -(∑ j, |U j|) ≤ U i := fun i =>
    (abs_le.1 (Finset.single_le_sum (f := fun j => |U j|) (fun j _ => abs_nonneg _)
      (Finset.mem_univ i))).1
  -- choose the inverse temperature large enough for the previous theorem
  have hβ : 0 < (2 * |average p U - -(∑ j, |U j|)| + 1) / variance p U :=
    div_pos (by positivity) hpos
  refine ⟨_, hβ, ?_⟩
  have h := secondOrder_lt_bound_le_freeEnergy hp hs hL hβ (by
    rw [div_mul_cancel₀ _ hv]
    linarith [le_abs_self (average p U - -(∑ j, |U j|))])
  exact h.1.trans_le h.2

end

end FiniteStateCumulants
```

```lean
#print axioms FiniteStateCumulants.constant_of_cgf_quadratic
#print axioms FiniteStateCumulants.cgf_ne_polynomial
#print axioms FiniteStateCumulants.exists_secondOrder_lt_freeEnergy
```

```
'FiniteStateCumulants.constant_of_cgf_quadratic' depends on axioms: [propext, Classical.choice, Quot.sound]
'FiniteStateCumulants.cgf_ne_polynomial' depends on axioms: [propext, Classical.choice, Quot.sound]
'FiniteStateCumulants.exists_secondOrder_lt_freeEnergy' depends on axioms: [propext, Classical.choice, Quot.sound]
```
